# In three dimensions, a rank-2 tensor invariant under infinitesimal rotations is a multiple of the identity

Let `T` be a rank-2 Cartesian tensor in three dimensions with complex components, not assumed symmetric. The hypothesis `h` says that the first-order change of every component vanishes under rotation about each of the three axes, the change being written with the Levi-Civita symbol `eps`. The conclusion is that `T j k` equals `T 0 0` times the identity matrix entry, so the off-diagonal components are zero and the diagonal ones are equal. The proof first removes each off-diagonal entry `T a b` by applying `h` to axis `a`, with `a` as one tensor index and the third axis as the other. Two further instances of `h` equate the diagonal entries, and a check of all nine components finishes.

As first written in Lean, the proof fails:

```lean
import Mathlib

open Matrix Complex
open scoped Kronecker

namespace IsotropicTwo

noncomputable section

/-- The Levi-Civita symbol on three Cartesian axes. -/
def eps (a b c : Fin 3) : ℂ :=
  if b = a + 1 ∧ c = a + 2 then 1 else if b = a + 2 ∧ c = a + 1 then -1 else 0

/-- A rank-2 tensor unchanged by infinitesimal rotations is a multiple of the identity. -/
theorem isotropic_two (T : Fin 3 → Fin 3 → ℂ)
    (h : ∀ a j k, ∑ m, (eps a j m * T m k + eps a k m * T j m) = 0) (j k : Fin 3) :
    T j k = T 0 0 * (1 : Matrix (Fin 3) (Fin 3) ℂ) j k := by
  -- a rotation about axis `a` removes the entry `T a b`
  have z : ∀ a b, a ≠ b → T a b = 0 := by
    intro a b hab
    have h1 := h a a (-(a + b))
    clear h
    fin_cases a <;> fin_cases b <;> simp_all [eps, Fin.sum_univ_three]
  have d1 : T 1 1 = T 0 0 := by
    have := h 2 0 1
    simp [eps, Fin.sum_univ_three] at this
    grind
  have d2 : T 2 2 = T 0 0 := by
    have := h 0 1 2
    simp [eps, Fin.sum_univ_three] at this
    grind
  fin_cases j <;> fin_cases k <;> simp [z, d1, d2]

end

end IsotropicTwo
```

The compiler's answer:

```
Main.lean:19:39: error: unsolved goals
case «0».«1»
T : Fin 3 → Fin 3 → ℂ
j k : Fin 3
h1 : ((if -1 = 2 then -T 0 1 else 0) + if -1 = 1 then T 0 2 else 0) = 0
⊢ T 0 1 = 0

case «0».«2»
T : Fin 3 → Fin 3 → ℂ
j k : Fin 3
h1 : ((if -2 = 2 then -T 0 1 else 0) + if -2 = 1 then T 0 2 else 0) = 0
⊢ T 0 2 = 0

case «1».«0»
T : Fin 3 → Fin 3 → ℂ
j k : Fin 3
h1 : -1 = 2 → T 1 0 = 0
⊢ T 1 0 = 0

case «2».«0»
T : Fin 3 → Fin 3 → ℂ
j k : Fin 3
h1 : -2 = 1 → T 2 0 = 0
⊢ T 2 0 = 0
```

The four unsolved goals are off-diagonal entries that `simp_all` could not show to be zero. The third axis was written `-(a + b)`, which is correct in `Fin 3`, where arithmetic is modulo 3. But `simp_all` left `-1` and `-2` unevaluated, so it could not decide conditions such as `-1 = 2` and `-2 = 1`, both true in `Fin 3`. The equation needed was therefore stuck inside an `if` or behind a premise in `h1`. The two cases with `a` and `b` equal to 1 and 2 in either order are not among the errors: there `a + b` is 0, and so is its negative.

The repair writes the same axis as `2 * (a + b)`, since 2 and -1 are equal modulo 3. With sums and products of numerals, `simp_all` can compute the index, settle the conditions and obtain the vanishing entry. Dropping `Fin.sum_univ_three` from this call is mere tidying: the messages show the sum already worked out, and `simp_all` can also collapse it without that lemma.

The repair, with which the file compiles:

```diff
@@ -19,7 +19,7 @@
   have z : ∀ a b, a ≠ b → T a b = 0 := by
     intro a b hab
-    have h1 := h a a (-(a + b))
+    have h1 := h a a (2 * (a + b))
     clear h
-    fin_cases a <;> fin_cases b <;> simp_all [eps, Fin.sum_univ_three]
+    fin_cases a <;> fin_cases b <;> simp_all [eps]
   have d1 : T 1 1 = T 0 0 := by
     have := h 2 0 1
```
